# Two orthogonal reflectors with $\det r_1\det r_2=(-1)^{N+1}$ bind an odd number of zero modes

Let $r_1$ and $r_2$ be real orthogonal $N\times N$ matrices. If

$$\det r_1\,\det r_2=(-1)^{N+1},$$

then the bound-state equation $r_1r_2x=x$ has a nonzero real solution $x$. More precisely, the number of linearly independent solutions is odd exactly when this determinant condition holds.

Here $r_1$ and $r_2$ are the zero-energy reflection matrices of two superconducting regions that meet at an interface with $N$ Majorana channels. Orthogonality expresses two physical conditions: nothing is transmitted at zero energy, so reflection conserves probability, and particle-hole symmetry makes the amplitudes real in the Majorana basis. A vector $x$ that returns to itself after reflection from region 2 and then from region 1 is a zero-energy bound state, and its real amplitudes make it a Majorana mode. For non-interacting superconductors with fully reflecting regions, one of the two possible signs of the determinant product thus guarantees such a mode without a calculation of its wavefunction.

## Counting modes with a determinant

Write $O=r_1r_2$ for the round trip. It is orthogonal, since $O^TO=r_2^Tr_1^Tr_1r_2=1$. Let $m$ be the dimension of the space of solutions of $Ox=x$. The claim follows from

$$\det O=(-1)^{N+m}.$$

**No zero modes.** Orthogonality gives

$$O^T(O-1)=1-O^T=-(O-1)^T.$$

Taking determinants, with $\det O^T=\det O$, yields

$$\det O\,\det(O-1)=(-1)^N\det(O-1).$$

If $m=0$, then $\det(O-1)\neq0$ and can be cancelled, which leaves $\det O=(-1)^N$.

**Removing one mode.** Suppose $Ox=x$ with $x\ne0$, and define the mirror reflection along $x$ by

$$M_x=1-2P,\qquad P=\frac{xx^T}{x^Tx}.$$

Since $P^T=P$ and $P^2=P$, we have $M_x^TM_x=1-4P+4P=1$. The mirror reverses $x$ and fixes every vector orthogonal to it, so $\det M_x=-1$.

Now look for the zero modes of $OM_x$. Because $Ox=x$, the equation $OM_xy=y$ reads

$$Oy-\frac{2\,x\cdot y}{x\cdot x}\,x=y.$$

Multiplying $Ox=x$ by $O^T$ gives $O^Tx=x$, hence $x\cdot Oy=x\cdot y$. The scalar product of the equation with $x$ is therefore $x\cdot y-2\,x\cdot y=x\cdot y$, which forces $x\cdot y=0$, and then $Oy=y$. Conversely, every zero mode of $O$ orthogonal to $x$ solves the equation. The mirror has removed the direction $x$ and nothing else, so $OM_x$ has $m-1$ independent zero modes.

**Induction.** If the formula holds for $m-1$ modes, then

$$-\det O=\det(OM_x)=(-1)^{N+m-1},$$

so $\det O=(-1)^{N+m}$. This equals $(-1)^{N+1}$ exactly when $m$ is odd, and an odd number is not zero.

**Deformation and the opposite sign.** If $r_1$ and $r_2$ vary continuously and stay orthogonal, $\det O$ is continuous and takes only the values $\pm1$. It is therefore constant, and the criterion continues to hold. For the opposite sign, take $r_2=-r_1^T$. Then $O=-1$, the determinant is $(-1)^N$, and $-x=x$ has only the solution $x=0$. The opposite sign does not exclude bound states in general: it makes the number of independent ones even, and for $N\ge2$ this number can be two as well as zero.

## Two channels in numbers

Take $N=2$ and

$$r_1=\frac15\begin{pmatrix}3&-4\\4&3\end{pmatrix},\quad r_2=\begin{pmatrix}1&0\\0&-1\end{pmatrix},\quad r_1r_2=\frac15\begin{pmatrix}3&4\\4&-3\end{pmatrix}.$$

The determinants are $1$ and $-1$, with product $-1=(-1)^{2+1}$. The first row of $r_1r_2x=x$ gives $3x_1+4x_2=5x_1$, so $x_2=x_1/2$, and the second row agrees. The normalised mode is $(2,1)^T/\sqrt5$. Replacing $r_2$ by the identity changes the sign of the product. Then $\det(r_1-1)=\left(-\tfrac25\right)^2+\left(\tfrac45\right)^2=\tfrac45$, and there is no bound state.

## Round trips, zero modes and mirrors in Lean

The number of channels `N` is an arbitrary natural number.

```lean
import Mathlib

open Matrix Module

namespace MajoranaInterface

noncomputable section

variable {N : ℕ}
```

An amplitude vector is a function `Fin N → ℝ`, and `*ᵥ` applies a matrix to a vector. The set of solutions of $Ox=x$ is declared as a real subspace, with proofs that it is closed under addition and scaling and contains zero. Its dimension, written `finrank ℝ (zeroModes O)`, is the number $m$ above.

```lean
/-- The space of real amplitudes that return to themselves after one round trip
described by the matrix `O`. -/
def zeroModes (O : Matrix (Fin N) (Fin N) ℝ) : Submodule ℝ (Fin N → ℝ) where
  carrier := {x | O *ᵥ x = x}
  add_mem' := by
    intro a b ha hb
    change O *ᵥ (a + b) = a + b
    rw [Matrix.mulVec_add, show O *ᵥ a = a from ha, show O *ᵥ b = b from hb]
  zero_mem' := Matrix.mulVec_zero O
  smul_mem' := by
    intro c a ha
    change O *ᵥ (c • a) = c • a
    rw [Matrix.mulVec_smul, show O *ᵥ a = a from ha]
```

The mirror is $M_x$ written for an unnormalised $x$: `vecMulVec x x` is $xx^T$, and `x ⬝ᵥ x` is $x\cdot x$.

```lean
/-- The mirror reflection that reverses the amplitude along `x`. -/
def mirror (x : Fin N → ℝ) : Matrix (Fin N) (Fin N) ℝ :=
  1 - (2 / (x ⬝ᵥ x)) • Matrix.vecMulVec x x
```

Orthogonality always enters as the hypothesis $r^Tr=1$; it is not derived from a Hamiltonian. The first lemma passes it on to a product, and is used both for $r_1r_2$ and for $OM_x$.

```lean
/-- Two successive orthogonal reflections make an orthogonal round-trip matrix. -/
theorem roundTrip_orthogonal {A B : Matrix (Fin N) (Fin N) ℝ}
    (hA : Aᵀ * A = 1) (hB : Bᵀ * B = 1) : (A * B)ᵀ * (A * B) = 1 := by
  rw [Matrix.transpose_mul, Matrix.mul_assoc, ← Matrix.mul_assoc Aᵀ, hA, Matrix.one_mul, hB]
```

The next lemma is the determinant identity of the case without zero modes. The matrix equation `h` is $O^T(O-1)=-(O-1)^T$, and `congrArg Matrix.det` takes the determinant of both sides.

```lean
/-- For an orthogonal round-trip matrix `O`, multiplying the bound-state determinant
`det (O - 1)` by `det O` is the same as multiplying it by `(-1)^N`. -/
theorem det_mul_boundState_det {O : Matrix (Fin N) (Fin N) ℝ} (hO : Oᵀ * O = 1) :
    O.det * (O - 1).det = (-1) ^ N * (O - 1).det := by
  have h : Oᵀ * (O - 1) = -(O - 1)ᵀ := by
    rw [Matrix.mul_sub, hO, Matrix.mul_one, Matrix.transpose_sub, Matrix.transpose_one, neg_sub]
  have h' := congrArg Matrix.det h
  rwa [Matrix.det_mul, Matrix.det_neg, Matrix.det_transpose, Matrix.det_transpose,
    Fintype.card_fin] at h'
```

The action of the mirror on a vector is then put in the form used by hand.

```lean
/-- The mirror reflection subtracts twice the projection of `y` on `x`. -/
theorem mirror_mulVec (x y : Fin N → ℝ) :
    mirror x *ᵥ y = y - (2 / (x ⬝ᵥ x) * (x ⬝ᵥ y)) • x := by
  have hP : Matrix.vecMulVec x x *ᵥ y = (x ⬝ᵥ y) • x := by
    ext i
    simp only [Matrix.mulVec, dotProduct, Matrix.vecMulVec_apply, Pi.smul_apply, smul_eq_mul,
      Finset.sum_mul]
    exact Finset.sum_congr rfl fun j _ => by ring
  rw [mirror, Matrix.sub_mulVec, Matrix.one_mulVec, Matrix.smul_mulVec, hP, smul_smul]
```

For nonzero $x$ the mirror is orthogonal with determinant $-1$. The first half expands the square, with `hPP` supplying $(xx^T)^2=(x\cdot x)\,xx^T$. The second half replaces the geometric argument by the identity $\det(1+uv)=\det(1+vu)$ for a column $u$ and a row $v$, which reduces the determinant to the number $1-2=-1$.

```lean
/-- The mirror reflection along a nonzero amplitude is orthogonal and has determinant `-1`. -/
theorem mirror_orthogonal_det {x : Fin N → ℝ} (hx : x ≠ 0) :
    (mirror x)ᵀ * mirror x = 1 ∧ (mirror x).det = -1 := by
  have hc : x ⬝ᵥ x ≠ 0 := fun h => hx (dotProduct_self_eq_zero.1 h)
  have hs : ∀ a : ℝ, ∑ i, x i * (a * x i) = a * (x ⬝ᵥ x) := by
    intro a
    simp only [dotProduct, Finset.mul_sum]
    exact Finset.sum_congr rfl fun i _ => by ring
  constructor
  · have hT : (Matrix.vecMulVec x x)ᵀ = Matrix.vecMulVec x x := by
      ext i j
      simp only [Matrix.transpose_apply, Matrix.vecMulVec_apply]
      ring
    have hPP : Matrix.vecMulVec x x * Matrix.vecMulVec x x
        = (x ⬝ᵥ x) • Matrix.vecMulVec x x := by
      ext i j
      simp only [Matrix.mul_apply, Matrix.vecMulVec_apply, Matrix.smul_apply, smul_eq_mul,
        dotProduct, Finset.sum_mul]
      exact Finset.sum_congr rfl fun k _ => by ring
    have hexp : ∀ (a : ℝ) (P : Matrix (Fin N) (Fin N) ℝ),
        (1 - a • P) * (1 - a • P) = 1 - (2 * a) • P + (a * a) • (P * P) := by
      intro a P
      simp only [sub_mul, mul_sub, one_mul, mul_one, smul_mul_assoc, mul_smul_comm]
      module
    have ha : 2 / (x ⬝ᵥ x) * (2 / (x ⬝ᵥ x)) * (x ⬝ᵥ x) = 2 * (2 / (x ⬝ᵥ x)) := by
      rw [mul_assoc, div_mul_cancel₀ _ hc, mul_comm]
    rw [mirror, Matrix.transpose_sub, Matrix.transpose_one, Matrix.transpose_smul, hT, hexp,
      hPP, smul_smul, ha, sub_add_cancel]
  · -- a rank-one update: the determinant reduces to a 1 × 1 determinant
    have h : mirror x = 1 + (Matrix.of fun i (_ : Fin 1) => -(2 / (x ⬝ᵥ x)) * x i) *
        (Matrix.of fun (_ : Fin 1) j => x j) := by
      ext i j
      simp only [mirror, Matrix.sub_apply, Matrix.add_apply, Matrix.smul_apply,
        Matrix.vecMulVec_apply, Matrix.mul_apply, Matrix.of_apply, Finset.univ_unique,
        Finset.sum_singleton, smul_eq_mul]
      ring
    rw [h, Matrix.det_one_add_mul_comm, Matrix.det_fin_one]
    simp only [Matrix.add_apply, Matrix.one_apply_eq, Matrix.mul_apply, Matrix.of_apply, hs]
    rw [neg_mul, div_mul_cancel₀ _ hc]
    norm_num
```

## One mode fewer, one sign flipped

In the removal step, `hxO` is $O^Tx=x$ written as a row-vector equation, and `key` states that the modes of $OM_x$ are the modes of $O$ orthogonal to $x$. `hsup` and `hinf` show that these modes and the line through $x$ together span the zero modes of $O$ and meet only in zero. The dimension formula for subspaces then gives the difference of one.

```lean
/-- Composing the round trip with the mirror reflection along a zero mode removes exactly
one independent zero mode. -/
theorem finrank_zeroModes_mirror {O : Matrix (Fin N) (Fin N) ℝ} (hO : Oᵀ * O = 1)
    {x : Fin N → ℝ} (hx0 : x ≠ 0) (hx : O *ᵥ x = x) :
    finrank ℝ (zeroModes O) = finrank ℝ (zeroModes (O * mirror x)) + 1 := by
  have hc : x ⬝ᵥ x ≠ 0 := fun h => hx0 (dotProduct_self_eq_zero.1 h)
  have hxO : x ᵥ* O = x := by
    rw [← Matrix.mulVec_transpose]
    calc Oᵀ *ᵥ x = Oᵀ *ᵥ (O *ᵥ x) := by rw [hx]
      _ = x := by rw [Matrix.mulVec_mulVec, hO, Matrix.one_mulVec]
  -- the surviving modes are those orthogonal to x
  have key : ∀ y, y ∈ zeroModes (O * mirror x) ↔ O *ᵥ y = y ∧ x ⬝ᵥ y = 0 := by
    intro y
    change (O * mirror x) *ᵥ y = y ↔ _
    rw [← Matrix.mulVec_mulVec, mirror_mulVec, Matrix.mulVec_sub, Matrix.mulVec_smul, hx]
    constructor
    · intro h
      have h1 := congrArg (fun z => x ⬝ᵥ z) h
      simp only [dotProduct_sub, dotProduct_smul, Matrix.dotProduct_mulVec, hxO,
        smul_eq_mul] at h1
      have h2 : 2 / (x ⬝ᵥ x) * (x ⬝ᵥ y) * (x ⬝ᵥ x) = 2 * (x ⬝ᵥ y) := by
        field_simp
      have h3 : x ⬝ᵥ y = 0 := by linarith
      rw [h3, mul_zero, zero_smul, sub_zero] at h
      exact ⟨h, h3⟩
    · rintro ⟨h, h3⟩
      rw [h3, mul_zero, zero_smul, sub_zero, h]
  have hsup : zeroModes (O * mirror x) ⊔ Submodule.span ℝ {x} = zeroModes O := by
    apply le_antisymm
    · refine sup_le (fun y hy => ((key y).1 hy).1) ?_
      rw [Submodule.span_singleton_le_iff_mem]
      exact hx
    · intro y hy
      have hy' : O *ᵥ y = y := hy
      refine Submodule.mem_sup.2 ⟨y - ((x ⬝ᵥ y) / (x ⬝ᵥ x)) • x, (key _).2 ⟨?_, ?_⟩,
        ((x ⬝ᵥ y) / (x ⬝ᵥ x)) • x,
        Submodule.smul_mem _ _ (Submodule.mem_span_singleton_self x), sub_add_cancel _ _⟩
      · rw [Matrix.mulVec_sub, Matrix.mulVec_smul, hx, hy']
      · rw [dotProduct_sub, dotProduct_smul, smul_eq_mul, div_mul_cancel₀ _ hc, sub_self]
  have hinf : zeroModes (O * mirror x) ⊓ Submodule.span ℝ {x} = ⊥ := by
    rw [Submodule.eq_bot_iff]
    rintro y ⟨hy, hs⟩
    obtain ⟨a, rfl⟩ := Submodule.mem_span_singleton.1 hs
    have h := ((key _).1 hy).2
    rw [dotProduct_smul, smul_eq_mul] at h
    rw [(mul_eq_zero.1 h).resolve_right hc, zero_smul]
  have h := Submodule.finrank_sup_add_finrank_inf_eq
    (zeroModes (O * mirror x)) (Submodule.span ℝ {x})
  rwa [hsup, hinf, finrank_bot, finrank_span_singleton hx0, add_zero] at h
```

The induction runs over the number of modes with `O` left general, because the inductive step applies the formula to a different matrix, `O * mirror x`. In the base case a vanishing $\det(O-1)$ would produce a nonzero fixed vector, so the determinant can be cancelled.

```lean
/-- The determinant of an orthogonal round-trip matrix is `(-1)^(N + m)`, with `m` the number
of independent zero modes. -/
theorem det_eq_neg_one_pow {O : Matrix (Fin N) (Fin N) ℝ} (hO : Oᵀ * O = 1) :
    O.det = (-1) ^ (N + finrank ℝ (zeroModes O)) := by
  induction hk : finrank ℝ (zeroModes O) generalizing O with
  | zero =>
    have hbot : zeroModes O = ⊥ := Submodule.finrank_eq_zero.1 hk
    have hdet : (O - 1).det ≠ 0 := by
      intro h
      obtain ⟨v, hv, hv'⟩ := Matrix.exists_mulVec_eq_zero_iff.2 h
      rw [Matrix.sub_mulVec, Matrix.one_mulVec, sub_eq_zero] at hv'
      exact hv ((Submodule.eq_bot_iff _).1 hbot v hv')
    rw [add_zero]
    exact mul_right_cancel₀ hdet (det_mul_boundState_det hO)
  | succ k ih =>
    have hne : zeroModes O ≠ ⊥ := by
      intro h
      rw [h, finrank_bot] at hk
      omega
    obtain ⟨x, hx, hx0⟩ := Submodule.exists_mem_ne_zero_of_ne_bot hne
    -- remove one mode and use the result for the remaining k modes
    have hstep := finrank_zeroModes_mirror hO hx0 hx
    have h := ih (roundTrip_orthogonal hO (mirror_orthogonal_det hx0).1) (by omega)
    rw [Matrix.det_mul, (mirror_orthogonal_det hx0).2] at h
    rw [← add_assoc, pow_succ]
    linarith
```

## The parity criterion and the bound state

The equivalence between an odd number of modes and the determinant condition follows by cancelling $(-1)^N$.

```lean
/-- The number of independent zero-energy modes between two reflecting regions is odd
exactly when `det r1 * det r2 = (-1)^(N+1)`. -/
theorem odd_zeroModes_iff {r1 r2 : Matrix (Fin N) (Fin N) ℝ}
    (h1 : r1ᵀ * r1 = 1) (h2 : r2ᵀ * r2 = 1) :
    Odd (finrank ℝ (zeroModes (r1 * r2))) ↔ r1.det * r2.det = (-1) ^ (N + 1) := by
  have hN : (-1 : ℝ) ^ N ≠ 0 := pow_ne_zero _ (by norm_num)
  rw [← Matrix.det_mul, det_eq_neg_one_pow (roundTrip_orthogonal h1 h2), pow_add, pow_succ]
  constructor
  · intro h
    rw [h.neg_one_pow]
  · intro h
    by_contra hodd
    rw [(Nat.not_odd_iff_even.1 hodd).neg_one_pow] at h
    have h' := mul_left_cancel₀ hN h
    norm_num at h'
```

The criterion itself concludes that there is a nonzero `x` with `r1 *ᵥ (r2 *ᵥ x) = x`, so region 2 reflects first. The equation contains no separate propagation factor: the regions touch, or propagation between them has been absorbed into the reflection matrices. Partial transmission, bound states away from zero energy and the spatial profile of the mode are not described.

```lean
/-- Majorana interface criterion: if `det r1 * det r2 = (-1)^(N+1)`, the bound-state equation
`r1 r2 x = x` has a nonzero real solution. -/
theorem majorana_interface_criterion {r1 r2 : Matrix (Fin N) (Fin N) ℝ}
    (h1 : r1ᵀ * r1 = 1) (h2 : r2ᵀ * r2 = 1) (hdet : r1.det * r2.det = (-1) ^ (N + 1)) :
    ∃ x : Fin N → ℝ, x ≠ 0 ∧ r1 *ᵥ (r2 *ᵥ x) = x := by
  have hodd := (odd_zeroModes_iff h1 h2).2 hdet
  have hne : zeroModes (r1 * r2) ≠ ⊥ := by
    intro h
    rw [h, finrank_bot] at hodd
    exact absurd hodd (by decide)
  obtain ⟨x, hx, hx0⟩ := Submodule.exists_mem_ne_zero_of_ne_bot hne
  refine ⟨x, hx0, ?_⟩
  rw [Matrix.mulVec_mulVec]
  exact hx
```

## Continuous deformation and a pair without bound states

In the deformation theorem the matrices depend on a real parameter and are orthogonal at every value of it, which stands for both regions remaining fully reflecting at zero energy. `hsq` says that the determinant squares to one. If it changed sign between $0$ and $t$, the intermediate value theorem would make it vanish somewhere, contradicting `hnz`. The mode vector may change along the way; what persists is the existence of a solution.

```lean
/-- If the determinant criterion holds at parameter `0`, a zero mode exists at every parameter
of a continuous deformation through orthogonal reflection matrices. -/
theorem zeroMode_survives_deformation {r1 r2 : ℝ → Matrix (Fin N) (Fin N) ℝ}
    (c1 : Continuous r1) (c2 : Continuous r2)
    (h1 : ∀ t, (r1 t)ᵀ * r1 t = 1) (h2 : ∀ t, (r2 t)ᵀ * r2 t = 1)
    (hdet : (r1 0).det * (r2 0).det = (-1) ^ (N + 1)) (t : ℝ) :
    ∃ x : Fin N → ℝ, x ≠ 0 ∧ r1 t *ᵥ (r2 t *ᵥ x) = x := by
  have hc : Continuous fun s => (r1 s * r2 s).det := (c1.matrix_mul c2).matrix_det
  have hsq : ∀ s, (r1 s * r2 s).det * (r1 s * r2 s).det = 1 := by
    intro s
    have h := congrArg Matrix.det (roundTrip_orthogonal (h1 s) (h2 s))
    rwa [Matrix.det_mul, Matrix.det_transpose, Matrix.det_one] at h
  have hnz : (0 : ℝ) ∉ Set.range fun s => (r1 s * r2 s).det := by
    rintro ⟨s, hs⟩
    have hs' : (r1 s * r2 s).det = 0 := hs
    have h := hsq s
    rw [hs'] at h
    norm_num at h
  -- a jump of the determinant would force it through zero
  have heq : (r1 t * r2 t).det = (r1 0 * r2 0).det := by
    rcases mul_self_eq_mul_self_iff.1 ((hsq t).trans (hsq 0).symm) with h | h
    · exact h
    · exfalso
      apply hnz
      rcases le_total 0 (r1 0 * r2 0).det with h0 | h0
      · exact mem_range_of_exists_le_of_exists_ge hc ⟨t, by linarith⟩ ⟨0, h0⟩
      · exact mem_range_of_exists_le_of_exists_ge hc ⟨0, h0⟩ ⟨t, by linarith⟩
  apply majorana_interface_criterion (h1 t) (h2 t)
  rw [← Matrix.det_mul, heq, Matrix.det_mul, hdet]
```

The last theorem collects three facts about $r_2=-r_1^T$: it is orthogonal, the determinant product is $(-1)^N$, and every solution of the bound-state equation is zero. The first follows from `h1'`, the statement $r_1r_1^T=1$; the other two rest on `hm`, the statement $r_1r_2=-1$.

```lean
/-- For every orthogonal `r1`, the orthogonal choice `r2 = -r1ᵀ` has determinant product
`(-1)^N` and admits no nonzero bound state. -/
theorem no_zeroMode_opposite_sign {r1 : Matrix (Fin N) (Fin N) ℝ} (h1 : r1ᵀ * r1 = 1) :
    (-r1ᵀ)ᵀ * (-r1ᵀ) = 1 ∧ r1.det * (-r1ᵀ).det = (-1) ^ N ∧
      ∀ x : Fin N → ℝ, r1 *ᵥ ((-r1ᵀ) *ᵥ x) = x → x = 0 := by
  have h1' : r1 * r1ᵀ = 1 := mul_eq_one_comm.1 h1
  have hm : r1 * (-r1ᵀ) = -1 := by rw [mul_neg, h1']
  refine ⟨?_, ?_, ?_⟩
  · rw [Matrix.transpose_neg, Matrix.transpose_transpose, neg_mul_neg, h1']
  · rw [← Matrix.det_mul, hm, Matrix.det_neg, Matrix.det_one, Fintype.card_fin, mul_one]
  · intro x hx
    rw [Matrix.mulVec_mulVec, hm, Matrix.neg_mulVec, Matrix.one_mulVec] at hx
    ext i
    have hi := congrFun hx i
    simp only [Pi.neg_apply] at hi
    simp only [Pi.zero_apply]
    linarith

end

end MajoranaInterface
```

```lean
#print axioms MajoranaInterface.odd_zeroModes_iff
#print axioms MajoranaInterface.zeroMode_survives_deformation
#print axioms MajoranaInterface.no_zeroMode_opposite_sign
```

```
'MajoranaInterface.odd_zeroModes_iff' depends on axioms: [propext, Classical.choice, Quot.sound]
'MajoranaInterface.zeroMode_survives_deformation' depends on axioms: [propext, Classical.choice, Quot.sound]
'MajoranaInterface.no_zeroMode_opposite_sign' depends on axioms: [propext, Classical.choice, Quot.sound]
```
